# The ratio-extrapolated estimate of a positive semidefinite observable is at most its expectation value divided by the trial fidelity

Let A be a positive semidefinite observable, T a trial state and ψ a unit vector, with ⟨T,ψ⟩ and ⟨T,AT⟩ both nonzero. The ratio-extrapolated estimate

x = (|⟨T,Aψ⟩|² / |⟨T,ψ⟩|²) · ‖T‖² / ⟨T,AT⟩

then satisfies

0 ≤ x ≤ ⟨ψ,Aψ⟩ / F, with F = |⟨T,ψ⟩|² / ‖T‖².

F is the fidelity of the trial state with ψ. The upper bound is attained exactly when Aψ is a multiple of AT. For quantum Monte Carlo this limits how far the extrapolation can overshoot the expectation value in the projected state, provided that the matrix elements carry no sampling noise.

## Extrapolated densities and walker averages

In diffusion and auxiliary-field Monte Carlo with importance sampling, the weighted walkers directly give the mixed estimate m = ⟨T,Aψ⟩/⟨T,ψ⟩. For an observable that does not commute with the Hamiltonian, m generally differs from the expectation value in ψ. The variational estimate is v = ⟨T,AT⟩/‖T‖². Ratio extrapolation combines the two into |m|²/v, which is x and equals m²/v when m is real. Unlike the linear rule 2m − v, this cannot turn negative when v is positive.

In diffusion Monte Carlo a typical case is the density histogram. Let A be the number of particles in bin k. The variational run gives the mean count v_k, the projection run gives the mixed count m_k, and the post-processing step computes m_k²/v_k for each bin with v_k ≠ 0. The bound then applies to each such bin, with the same F for all of them.

In auxiliary-field Monte Carlo with importance sampling, walkers φ_i with weights w_i represent the state ψ = Σ_i w_i φ_i/⟨T,φ_i⟩, up to normalisation. The code accumulates

m = Σ_i w_i (⟨T,Aφ_i⟩/⟨T,φ_i⟩) / Σ_i w_i,

while v can be evaluated directly if T is a single Slater determinant. For large systems the many-body fidelity F is often small, and the bound then permits a large overshoot.

## From a superposition to the gap

The inner product is conjugate-linear in its first argument. Write

a = ⟨T,AT⟩, b = ⟨T,Aψ⟩, d = ⟨ψ,Aψ⟩, o = ⟨T,ψ⟩.

Since A is symmetric, a and d are real and ⟨ψ,AT⟩ = b*. Since A is positive semidefinite and a ≠ 0, a > 0.

Take the combination r = aψ − bT. Its quadratic form is

⟨r,Ar⟩ = a²d − ab⟨ψ,AT⟩ − b*a⟨T,Aψ⟩ + |b|²a
= a²d − a|b|² − a|b|² + a|b|²
= a(ad − |b|²).

The left side is nonnegative and a is positive, so |b|² ≤ ad. This is the Cauchy-Schwarz inequality for the form defined by A.

For a nonzero ψ of any norm, the normalised expectation value is ⟨A⟩_ψ = d/‖ψ‖² and the fidelity is F = |o|²/(‖T‖²‖ψ‖²). The norm of ψ cancels in their quotient:

⟨A⟩_ψ/F = d‖T‖²/|o|².

Subtracting x = |b|²‖T‖²/(a|o|²) gives the gap

⟨A⟩_ψ/F − x = ‖T‖²(ad − |b|²)/(a|o|²) ≥ 0.

This is the upper bound. The lower bound holds because x is a product of nonnegative factors.

The equality case needs one more fact: if ⟨φ,Aφ⟩ = 0, then Aφ = 0. Put y = Aφ and suppose that y ≠ 0. For real s,

⟨y + sφ, A(y + sφ)⟩ = ⟨y,Ay⟩ + 2s‖y‖².

Choosing s‖y‖² = −(⟨y,Ay⟩ + 1) makes the right side −⟨y,Ay⟩ − 2, which is negative and contradicts positivity.

If the gap vanishes, then ad = |b|², so ⟨r,Ar⟩ = 0 and hence Ar = 0. This says Aψ = (b/a)AT. Conversely, if Aψ = cAT, then b = ca and Ar = acAT − caAT = 0. Hence ad = |b|² and the gap is zero.

## A two-level example

Take A = diag(1, 3), T = (1, 1) and ψ = (4/5, 3/5). Then ‖T‖² = 2, a = 4, b = 13/5, d = 43/25 and o = 7/5. The estimates are

m = 13/7, v = 2, x = (169/49)/2 = 169/98 ≈ 1.7245.

The expectation value is 43/25 = 1.72 and the fidelity is 49/50 = 0.98, so the bound is 86/49 ≈ 1.7551. The estimate lies slightly above the expectation value, so the factor 1/F cannot be replaced by 1. The gap is 86/49 − 169/98 = 3/98, and the formula gives the same number: 2(172/25 − 169/25)/(4 · 49/25) = 3/98.

## The Lean file

```lean
import Mathlib

open scoped InnerProductSpace ComplexConjugate

namespace ExtrapolatedEstimator

noncomputable section

variable {E : Type*} [NormedAddCommGroup E] [InnerProductSpace ℂ E]

/-- The unnormalised expectation value `⟨x, A x⟩` (its real part). -/
def quad (A : E →ₗ[ℂ] E) (x : E) : ℝ := (⟪x, A x⟫_ℂ).re

/-- A positive semidefinite observable: a symmetric operator with no negative expectation value. -/
structure PositiveObservable (A : E →ₗ[ℂ] E) : Prop where
  symm : A.IsSymmetric
  nonneg : ∀ x, 0 ≤ quad A x

/-- The expectation value `⟨ψ, A ψ⟩ / ‖ψ‖²` in a nonzero state `ψ`. -/
def expectation (A : E →ₗ[ℂ] E) (ψ : E) : ℝ := quad A ψ / ‖ψ‖ ^ 2

/-- The fidelity `|⟨T, ψ⟩|² / (‖T‖² ‖ψ‖²)` of a nonzero trial state `T` with a nonzero state `ψ`. -/
def fidelity (T ψ : E) : ℝ := ‖⟪T, ψ⟫_ℂ‖ ^ 2 / (‖T‖ ^ 2 * ‖ψ‖ ^ 2)

/-- The number `x` obeys the extrapolation rule `x · variational = |mixed|²`, written with
all denominators cleared. -/
def IsRatioEstimate (A : E →ₗ[ℂ] E) (T ψ : E) (x : ℝ) : Prop :=
  x * (quad A T * ‖⟪T, ψ⟫_ℂ‖ ^ 2) = ‖⟪T, A ψ⟫_ℂ‖ ^ 2 * ‖T‖ ^ 2

/-- If `⟨T, ψ⟩` and the real part of `⟨T, A T⟩` are nonzero, the extrapolation rule has one
solution: the squared modulus of the mixed estimate divided by the variational estimate. -/
theorem isRatioEstimate_iff {A : E →ₗ[ℂ] E} {T ψ : E} {x : ℝ}
    (ho : ⟪T, ψ⟫_ℂ ≠ 0) (ha : quad A T ≠ 0) :
    IsRatioEstimate A T ψ x ↔ x = ‖⟪T, A ψ⟫_ℂ / ⟪T, ψ⟫_ℂ‖ ^ 2 / expectation A T := by
  have hn : ‖⟪T, ψ⟫_ℂ‖ ≠ 0 := norm_ne_zero_iff.2 ho
  have hT : ‖T‖ ≠ 0 := by
    intro h
    apply ho
    rw [norm_eq_zero.1 h, inner_zero_left]
  have h : ‖⟪T, A ψ⟫_ℂ / ⟪T, ψ⟫_ℂ‖ ^ 2 / expectation A T
      = ‖⟪T, A ψ⟫_ℂ‖ ^ 2 * ‖T‖ ^ 2 / (quad A T * ‖⟪T, ψ⟫_ℂ‖ ^ 2) := by
    rw [norm_div, div_pow]
    unfold expectation
    field_simp
  unfold IsRatioEstimate
  rw [h, eq_div_iff (mul_ne_zero ha (pow_ne_zero 2 hn))]

/-- Exchanging the two states in a matrix element of a symmetric operator conjugates it. -/
theorem matrixElement_swap {A : E →ₗ[ℂ] E} (hA : A.IsSymmetric) (x y : E) :
    ⟪y, A x⟫_ℂ = conj ⟪x, A y⟫_ℂ := by
  rw [inner_conj_symm]
  exact (hA y x).symm

/-- A state in which a positive semidefinite observable has zero expectation value is
annihilated by it. -/
theorem annihilated_of_quad_eq_zero {A : E →ₗ[ℂ] E} (hA : PositiveObservable A) {φ : E}
    (hφ : quad A φ = 0) : A φ = 0 := by
  by_contra hne
  have hn : 0 < ‖A φ‖ ^ 2 := pow_pos (norm_pos_iff.2 hne) 2
  -- the unnormalised expectation value in a superposition, with its interference term
  have expand : ∀ (x y : E) (c : ℂ), quad A (x + c • y)
      = quad A x + 2 * (c * ⟪x, A y⟫_ℂ).re + ‖c‖ ^ 2 * quad A y := by
    intro x y c
    have h := matrixElement_swap hA.symm x y
    simp only [quad, map_add, map_smul, inner_add_left, inner_add_right, inner_smul_left,
      inner_smul_right, h, Complex.add_re, Complex.add_im, Complex.mul_re, Complex.mul_im,
      Complex.conj_re, Complex.conj_im, Complex.sq_norm, Complex.normSq_apply]
    ring
  -- a large negative admixture of `φ` would make the expectation value negative
  obtain ⟨s, hs⟩ : ∃ s : ℝ, s * ‖A φ‖ ^ 2 = -(quad A (A φ) + 1) :=
    ⟨-(quad A (A φ) + 1) / ‖A φ‖ ^ 2, div_mul_cancel₀ _ hn.ne'⟩
  have hi : (⟪A φ, A φ⟫_ℂ).re = ‖A φ‖ ^ 2 := inner_self_eq_norm_sq (𝕜 := ℂ) (A φ)
  have h := hA.nonneg (A φ + (s : ℂ) • φ)
  rw [expand, hφ, mul_zero, Complex.re_ofReal_mul, hi, hs] at h
  linarith [hA.nonneg (A φ)]

/-- The unnormalised expectation value in the combination `⟨T, A T⟩ ψ - ⟨T, A ψ⟩ T` is `⟨T, A T⟩`
times the Cauchy-Schwarz deficit of a symmetric operator `A`. -/
theorem quad_residual {A : E →ₗ[ℂ] E} (hA : A.IsSymmetric) (T ψ : E) :
    quad A ((quad A T : ℂ) • ψ - ⟪T, A ψ⟫_ℂ • T)
      = quad A T * (quad A T * quad A ψ - ‖⟪T, A ψ⟫_ℂ‖ ^ 2) := by
  have h := matrixElement_swap hA T ψ
  simp only [quad, map_sub, map_smul, inner_sub_left, inner_sub_right, inner_smul_left,
    inner_smul_right, h, Complex.sub_re, Complex.sub_im, Complex.mul_re, Complex.mul_im,
    Complex.conj_re, Complex.conj_im, Complex.ofReal_re, Complex.ofReal_im,
    Complex.sq_norm, Complex.normSq_apply]
  ring

/-- Cauchy-Schwarz inequality for a positive semidefinite observable:
`|⟨T, A ψ⟩|² ≤ ⟨T, A T⟩ ⟨ψ, A ψ⟩`. -/
theorem cauchy_schwarz {A : E →ₗ[ℂ] E} (hA : PositiveObservable A) (T ψ : E) :
    ‖⟪T, A ψ⟫_ℂ‖ ^ 2 ≤ quad A T * quad A ψ := by
  rcases (hA.nonneg T).eq_or_lt with h0 | hpos
  · have hz : ⟪T, A ψ⟫_ℂ = 0 := by
      rw [← hA.symm T ψ, annihilated_of_quad_eq_zero hA h0.symm, inner_zero_left]
    rw [hz, ← h0]
    simp
  · have h := hA.nonneg ((quad A T : ℂ) • ψ - ⟪T, A ψ⟫_ℂ • T)
    rw [quad_residual hA.symm] at h
    exact sub_nonneg.1 (nonneg_of_mul_nonneg_right h hpos)

/-- If `⟨T, ψ⟩` and `quad A T` are nonzero, the gap between expectation value over fidelity and the
extrapolated estimate is an explicit multiple of the Cauchy-Schwarz deficit. -/
theorem extrapolation_gap {A : E →ₗ[ℂ] E} {T ψ : E} {x : ℝ}
    (ho : ⟪T, ψ⟫_ℂ ≠ 0) (ha : quad A T ≠ 0) (hx : IsRatioEstimate A T ψ x) :
    expectation A ψ / fidelity T ψ - x
      = ‖T‖ ^ 2 * (quad A T * quad A ψ - ‖⟪T, A ψ⟫_ℂ‖ ^ 2)
        / (quad A T * ‖⟪T, ψ⟫_ℂ‖ ^ 2) := by
  have hn : ‖⟪T, ψ⟫_ℂ‖ ≠ 0 := norm_ne_zero_iff.2 ho
  have hT : ‖T‖ ≠ 0 := by
    intro h
    apply ho
    rw [norm_eq_zero.1 h, inner_zero_left]
  have hψ : ‖ψ‖ ≠ 0 := by
    intro h
    apply ho
    rw [norm_eq_zero.1 h, inner_zero_right]
  have h1 : expectation A ψ / fidelity T ψ = quad A ψ * ‖T‖ ^ 2 / ‖⟪T, ψ⟫_ℂ‖ ^ 2 := by
    unfold expectation fidelity
    field_simp
  have h2 : quad A ψ * ‖T‖ ^ 2 / ‖⟪T, ψ⟫_ℂ‖ ^ 2 * (quad A T * ‖⟪T, ψ⟫_ℂ‖ ^ 2)
      = quad A ψ * ‖T‖ ^ 2 * quad A T := by
    field_simp
  unfold IsRatioEstimate at hx
  rw [h1, eq_div_iff (mul_ne_zero ha (pow_ne_zero 2 hn)), sub_mul, hx, h2]
  ring

/-- For a positive semidefinite observable and nonzero `⟨T, ψ⟩` and `⟨T, A T⟩`, the
ratio-extrapolated estimate is nonnegative and at most the expectation value in `ψ` divided by
the trial fidelity. -/
theorem ratioEstimate_bounds {A : E →ₗ[ℂ] E} (hA : PositiveObservable A) {T ψ : E} {x : ℝ}
    (ho : ⟪T, ψ⟫_ℂ ≠ 0) (ha : quad A T ≠ 0) (hx : IsRatioEstimate A T ψ x) :
    0 ≤ x ∧ x ≤ expectation A ψ / fidelity T ψ := by
  constructor
  · have hv : 0 ≤ expectation A T := div_nonneg (hA.nonneg T) (sq_nonneg _)
    rw [(isRatioEstimate_iff ho ha).1 hx]
    exact div_nonneg (sq_nonneg _) hv
  · have g := extrapolation_gap ho ha hx
    have hg : 0 ≤ ‖T‖ ^ 2 * (quad A T * quad A ψ - ‖⟪T, A ψ⟫_ℂ‖ ^ 2)
        / (quad A T * ‖⟪T, ψ⟫_ℂ‖ ^ 2) :=
      div_nonneg (mul_nonneg (sq_nonneg _) (sub_nonneg.2 (cauchy_schwarz hA T ψ)))
        (mul_nonneg (hA.nonneg T) (sq_nonneg _))
    linarith

/-- For a positive semidefinite observable and nonzero `⟨T, ψ⟩` and `⟨T, A T⟩`, the upper bound
is attained exactly when `A ψ` is a multiple of `A T`. -/
theorem ratioEstimate_eq_iff {A : E →ₗ[ℂ] E} (hA : PositiveObservable A) {T ψ : E} {x : ℝ}
    (ho : ⟪T, ψ⟫_ℂ ≠ 0) (ha : quad A T ≠ 0) (hx : IsRatioEstimate A T ψ x) :
    x = expectation A ψ / fidelity T ψ ↔ ∃ c : ℂ, A ψ = c • A T := by
  have g := extrapolation_gap ho ha hx
  have hq := quad_residual hA.symm T ψ
  have hn : ‖⟪T, ψ⟫_ℂ‖ ≠ 0 := norm_ne_zero_iff.2 ho
  have hT : ‖T‖ ≠ 0 := by
    intro h
    apply ho
    rw [norm_eq_zero.1 h, inner_zero_left]
  constructor
  · intro h
    -- no gap means no deficit, so `A` annihilates the residual combination
    rw [← h, sub_self] at g
    have h1 := (div_eq_zero_iff.1 g.symm).resolve_right (mul_ne_zero ha (pow_ne_zero 2 hn))
    have hD := (mul_eq_zero.1 h1).resolve_left (pow_ne_zero 2 hT)
    rw [hD, mul_zero] at hq
    have hz := annihilated_of_quad_eq_zero hA hq
    rw [map_sub, map_smul, map_smul] at hz
    have haC : (quad A T : ℂ) ≠ 0 := Complex.ofReal_ne_zero.2 ha
    refine ⟨(quad A T : ℂ)⁻¹ * ⟪T, A ψ⟫_ℂ, ?_⟩
    rw [mul_smul, ← sub_eq_zero.1 hz, smul_smul, inv_mul_cancel₀ haC, one_smul]
  · rintro ⟨c, hc⟩
    have hw : (quad A T : ℂ) = ⟪T, A T⟫_ℂ :=
      Complex.conj_eq_iff_re.1 (matrixElement_swap hA.symm T T).symm
    have hb : ⟪T, A ψ⟫_ℂ = c * (quad A T : ℂ) := by
      rw [hc, inner_smul_right, hw]
    have hz : A ((quad A T : ℂ) • ψ - ⟪T, A ψ⟫_ℂ • T) = 0 := by
      rw [map_sub, map_smul, map_smul, hb, hc, smul_smul, mul_comm, sub_self]
    have null : ∀ z, A z = 0 → quad A z = 0 := fun z h => by simp [quad, h]
    have hD := (mul_eq_zero.1 (hq.symm.trans (null _ hz))).resolve_left ha
    rw [hD, mul_zero, zero_div] at g
    linarith

/-- The operator `|T⟩⟨T|`, which sends `x` to `⟨T, x⟩ T`. -/
def trialPopulation (T : E) : E →ₗ[ℂ] E where
  toFun x := ⟪T, x⟫_ℂ • T
  map_add' x y := by rw [inner_add_right, add_smul]
  map_smul' c x := by rw [inner_smul_right, mul_smul, RingHom.id_apply]

/-- For a normalised trial state `T` and any `ψ` with nonzero overlap, the observable `|T⟩⟨T|` is
positive semidefinite, its extrapolated estimate is `1`, and the upper bound is attained. -/
theorem trialPopulation_witness {T ψ : E} (hT : ‖T‖ = 1) (ho : ⟪T, ψ⟫_ℂ ≠ 0) :
    PositiveObservable (trialPopulation T) ∧ quad (trialPopulation T) T ≠ 0 ∧
      IsRatioEstimate (trialPopulation T) T ψ 1 ∧
      1 = expectation (trialPopulation T) ψ / fidelity T ψ := by
  have hTT : ⟪T, T⟫_ℂ = 1 := by
    rw [inner_self_eq_norm_sq_to_K, hT]
    simp
  have hquad : ∀ x, quad (trialPopulation T) x = ‖⟪T, x⟫_ℂ‖ ^ 2 := by
    intro x
    change (⟪x, ⟪T, x⟫_ℂ • T⟫_ℂ).re = _
    rw [inner_smul_right, ← inner_conj_symm x T, Complex.mul_conj, Complex.ofReal_re,
      Complex.sq_norm]
  have hP : PositiveObservable (trialPopulation T) := by
    refine ⟨fun x y => ?_, fun x => ?_⟩
    · change ⟪⟪T, x⟫_ℂ • T, y⟫_ℂ = ⟪x, ⟪T, y⟫_ℂ • T⟫_ℂ
      rw [inner_smul_left, inner_smul_right, inner_conj_symm, mul_comm]
    · rw [hquad]
      exact sq_nonneg _
  have ha : quad (trialPopulation T) T = 1 := by
    rw [hquad, hTT]
    simp
  have hb : ⟪T, trialPopulation T ψ⟫_ℂ = ⟪T, ψ⟫_ℂ := by
    change ⟪T, ⟪T, ψ⟫_ℂ • T⟫_ℂ = _
    rw [inner_smul_right, hTT, mul_one]
  have hx : IsRatioEstimate (trialPopulation T) T ψ 1 := by
    unfold IsRatioEstimate
    rw [hb, ha, hT]
    ring
  have ha' : quad (trialPopulation T) T ≠ 0 := by
    rw [ha]
    exact one_ne_zero
  refine ⟨hP, ha', hx, (ratioEstimate_eq_iff hP ho ha' hx).2 ⟨⟪T, ψ⟫_ℂ, ?_⟩⟩
  change ⟪T, ψ⟫_ℂ • T = ⟪T, ψ⟫_ℂ • (⟪T, T⟫_ℂ • T)
  rw [hTT, one_smul]

end

end ExtrapolatedEstimator
```

```lean
#print axioms ExtrapolatedEstimator.ratioEstimate_bounds
-- 'ExtrapolatedEstimator.ratioEstimate_bounds' depends on axioms: [propext, Classical.choice, Quot.sound]
```

## What the definitions and theorems say

The space `E` is a complex inner-product space; neither finite dimension nor completeness is assumed. The observable is a linear map `A` from all of `E` to itself. An unbounded operator therefore fits only on a domain that it maps into itself.

`quad A x` is the real part of ⟨x,Ax⟩, which for symmetric `A` is the whole matrix element. `PositiveObservable A` combines symmetry with `0 ≤ quad A x` for every `x`. The definitions `expectation` and `fidelity` divide by the norms, so neither `T` nor `ψ` has to be normalised. For a unit vector `ψ` they reduce to the expressions at the top.

`IsRatioEstimate A T ψ x` states the extrapolation rule without division:

x · ⟨T,AT⟩ · |⟨T,ψ⟩|² = |⟨T,Aψ⟩|² · ‖T‖².

Under the hypotheses `ho` (nonzero overlap) and `ha` (nonzero `quad A T`), `isRatioEstimate_iff` shows that its only solution is the quotient |m|²/v. The condition `ha` matters: if ⟨T,AT⟩ = 0 for a positive semidefinite A, then ⟨T,Aψ⟩ = 0 too, the rule reads 0 = 0, and every x satisfies it.

`ratioEstimate_bounds` is the two-sided bound, and `ratioEstimate_eq_iff` is the equality criterion, with a complex multiple `c`. `trialPopulation_witness` gives an explicit case: for normalised `T` and A = |T⟩⟨T|, the estimate is 1 for every `ψ` that overlaps `T`, and the bound is attained. The actual population of `T` in `ψ` is F, so here the extrapolation overshoots by the full factor 1/F.

## How the lemmas follow the derivation

`matrixElement_swap` supplies ⟨ψ,AT⟩ = b*. `quad_residual` is the calculation of ⟨r,Ar⟩: `simp only` expands the inner products into real and imaginary parts, and `ring` checks the resulting polynomial identity. `annihilated_of_quad_eq_zero` follows the argument with y + sφ. Its local statement `expand` is the quadratic form of a general superposition, and `linarith` finds the contradiction.

`cauchy_schwarz` splits on whether `quad A T` is zero. If it is, A annihilates `T` and b vanishes; otherwise the positive factor a is divided out of `quad_residual`. `extrapolation_gap` uses `field_simp` to cancel the norms and the estimate's defining equation to eliminate x. The upper bound then follows from the sign of the gap, and the lower bound from the quotient form of x.

For the equality criterion, the forward direction passes from zero gap to zero deficit, then to Ar = 0, and solves for Aψ. The reverse direction substitutes Aψ = cAT into r and reads the same chain backwards.

## Limits for a simulation result

The theorems concern exact matrix elements of one fixed pair `T`, `ψ`. Sampling noise in m or v can push a reported ratio above the bound, and the bias from squaring and dividing noisy averages is not treated.

The state `ψ` is whatever the projection represents. With a fixed-node or phaseless constraint, the bound refers to the expectation value in that constrained state, which may differ from the ground-state value.

The bound is also one-sided in practice, because the lower limit is only zero. With A = diag(1, 2), T = (1, 1) and ψ = (2, −1)/√5, the overlap is nonzero but ⟨T,Aψ⟩ = 0. The estimate is then 0, although the expectation value is 6/5.
